# A least-squares line through an exact logarithmic mass plot overestimates the cyclotron mass

In a metal at fixed magnetic field B, quantum oscillations weaken as the sample warms, and the rate of weakening gives the cyclotron mass m. The thermal factor in the amplitude is

A(T) = kT / sinh(kT), k = αm, α = 2π²k_B / (ħeB).

At high temperature sinh(kT) ≈ exp(kT)/2, so log(A(T)/T) ≈ log(2k) − kT. A simple way to find k, used here in place of a fit to the full thermal factor, is to plot this logarithm against T, fit a straight line and take k as minus its slope. Real temperatures are finite, however, and the plot is curved. How far off is the mass?

For noise-free data the fitted mass is always too large, and the coldest temperature bounds the error. Cyclotron masses are often compared with band-structure calculations; for a single oscillation frequency with this thermal factor, the error that the straight-line fit itself brings into that comparison has a known sign.

## The plot and the fitted line

Write L(T) = log(A(T)/T) for the plot and σ(T) = −L′(T) for its local slope. In Lean these are `massPlot` and `localSlope`; the latter is minus the derivative, so a falling plot has positive local slope. All quantities are real numbers in units that make kT dimensionless.

```lean
import Mathlib

open Finset

namespace LogarithmicMassPlot

noncomputable section

/-- Thermal damping amplitude `kT / sinh(kT)` of quantum oscillations, for `k T ≠ 0`. -/
def amplitude (k T : ℝ) : ℝ := k * T / Real.sinh (k * T)

/-- The logarithmic mass plot `log (A(T) / T)`, for `k > 0` and `T > 0`. -/
def massPlot (k T : ℝ) : ℝ := Real.log (amplitude k T / T)

/-- The local slope of the mass plot, counted positive downwards, for `k > 0` and `T > 0`. -/
def localSlope (k T : ℝ) : ℝ := -deriv (massPlot k) T
```

The data are pairs (T i, y i), with i in a finite index type `ι`. A fitted line a + bT has intercept a and ordinary signed slope b. It is defined by what it minimises, not by a formula for b.

```lean
/-- The line `a + b T` minimises the sum of squared residuals to the data `(T i, y i)`. -/
def IsLeastSquaresLine {ι : Type*} [Fintype ι] (T y : ι → ℝ) (a b : ℝ) : Prop :=
  ∀ a' b' : ℝ, ∑ i, (y i - (a + b * T i)) ^ 2 ≤ ∑ i, (y i - (a' + b' * T i)) ^ 2
```

## T > 0: a logarithm with a tangent

Every measurement is made above absolute zero. By hand, this lets the factor T cancel:

A(T)/T = k / sinh(kT)
L(T) = log k − log sinh(kT)
L′(T) = −k cosh(kT)/sinh(kT) = −k coth(kT).

The Lean proof differentiates the simplified expression, then transfers the result to `massPlot`, because the two functions agree at all positive temperatures near T. As T falls to zero, L(T) grows without bound, so the plot has no tangent there.

```lean
/-- For `k > 0` and `T > 0` the mass plot has derivative `-k coth(kT)`. -/
theorem hasDerivAt_massPlot {k T : ℝ} (hk : 0 < k) (hT : 0 < T) :
    HasDerivAt (massPlot k) (-(k * (Real.cosh (k * T) / Real.sinh (k * T)))) T := by
  have hs : ∀ t : ℝ, 0 < t → Real.sinh (k * t) ≠ 0 := fun t ht =>
    (Real.sinh_pos_iff.2 (mul_pos hk ht)).ne'
  have h1 : HasDerivAt (fun t : ℝ => k * t) k T := by
    simpa using (hasDerivAt_id' T).const_mul k
  have h2 := ((h1.sinh.log (hs T hT)).const_sub (Real.log k)).congr_deriv
    (show _ = -(k * (Real.cosh (k * T) / Real.sinh (k * T))) by ring)
  -- at positive temperature the factor T cancels inside the logarithm
  refine h2.congr_of_eventuallyEq ?_
  filter_upwards [lt_mem_nhds hT] with t ht
  have hst := hs t ht
  have e : k * t / Real.sinh (k * t) / t = k / Real.sinh (k * t) := by
    rw [div_right_comm, mul_div_cancel_right₀ k ht.ne']
  simp only [massPlot, amplitude]
  rw [e, Real.log_div hk.ne' hst]
```

## k > 0: a nonzero mass

Positive k means a carrier of nonzero mass, counted positive. The excess of the local slope over k follows from

coth x − 1 = (cosh x − sinh x)/sinh x = exp(−x)/sinh x = 2/(exp(2x) − 1).

With x = kT this gives

σ(T) = k(1 + 2/(exp(2kT) − 1)).

Since exp(2kT) > 1, the added term is positive. Hence σ(T) > k, and the relative excess (σ(T) − k)/k is exactly 2/(exp(2kT) − 1).

`coth_eq` is the identity, with coth written as cosh over sinh. `localSlope_eq` gives both forms of the slope, and `localSlope_excess` gives the strict inequality and the relative excess. At k = 0 there is no relative excess to speak of, so k ≠ 0 is needed. The sign is a convention: A(T) is unchanged when k becomes −k, and the plot sees only |k|.

```lean
/-- For `x > 0`, `coth x` exceeds one by `2 / (exp(2x) - 1)`. -/
theorem coth_eq {x : ℝ} (hx : 0 < x) :
    Real.cosh x / Real.sinh x = 1 + 2 / (Real.exp (2 * x) - 1) := by
  have hs : Real.sinh x ≠ 0 := (Real.sinh_pos_iff.2 hx).ne'
  have hE : Real.exp x * Real.exp (-x) = 1 := by
    rw [← Real.exp_add, add_neg_cancel, Real.exp_zero]
  have h2 : Real.exp (2 * x) = Real.exp x * Real.exp x := by
    rw [← Real.exp_add, ← two_mul]
  have hd : Real.exp (2 * x) - 1 ≠ 0 :=
    (sub_pos.2 (Real.one_lt_exp_iff.2 (by positivity))).ne'
  have h3 : Real.exp (2 * x) - 1 = 2 * Real.exp x * Real.sinh x := by
    rw [h2, Real.sinh_eq]
    linear_combination hE
  have h4 : Real.cosh x - Real.sinh x = Real.exp (-x) := by
    rw [Real.cosh_eq, Real.sinh_eq]
    ring
  have h5 : 2 / (Real.exp (2 * x) - 1) = Real.exp (-x) / Real.sinh x := by
    rw [div_eq_div_iff hd hs, h3]
    linear_combination (-2 * Real.sinh x) * hE
  rw [h5, ← h4, sub_div, div_self hs]
  ring

/-- For `k > 0` and `T > 0` the local slope is `k coth(kT)`, which equals
`k (1 + 2 / (exp(2kT) - 1))`. -/
theorem localSlope_eq {k T : ℝ} (hk : 0 < k) (hT : 0 < T) :
    localSlope k T = k * (Real.cosh (k * T) / Real.sinh (k * T)) ∧
      localSlope k T = k * (1 + 2 / (Real.exp (2 * (k * T)) - 1)) := by
  have h : localSlope k T = k * (Real.cosh (k * T) / Real.sinh (k * T)) := by
    rw [localSlope, (hasDerivAt_massPlot hk hT).deriv, neg_neg]
  exact ⟨h, by rw [h, coth_eq (mul_pos hk hT)]⟩

/-- For `k > 0` and `T > 0` the local slope lies strictly above `k`, with relative excess
`2 / (exp(2kT) - 1)`. -/
theorem localSlope_excess {k T : ℝ} (hk : 0 < k) (hT : 0 < T) :
    k < localSlope k T ∧
      (localSlope k T - k) / k = 2 / (Real.exp (2 * (k * T)) - 1) := by
  have hd : 0 < Real.exp (2 * (k * T)) - 1 :=
    sub_pos.2 (Real.one_lt_exp_iff.2 (by positivity))
  have hp := mul_pos hk (div_pos two_pos hd)
  rw [(localSlope_eq hk hT).2]
  refine ⟨by linarith, ?_⟩
  rw [div_eq_iff hk.ne']
  ring
```

## T i ≥ T₀ > 0: a coldest temperature

T₀ is a lower bound on the temperatures used. For finitely many positive temperatures one may take the smallest, so the condition excludes no such data set. It enters because the plot is steepest where it is coldest: exp(2kT) − 1 increases with T, so σ decreases strictly.

For 0 < s < t, the mean value theorem supplies a temperature c between s and t with

L(s) − L(t) = σ(c)(t − s).

Since k < σ(c) < σ(s), it follows that

k(t − s) < L(s) − L(t) < σ(s)(t − s).

`localSlope_strictAntiOn` is the monotonicity and `massPlot_drop` is this pair of bounds. If T₀ is allowed to approach zero, σ(T₀) grows like 1/T₀ and the upper bound on the mass loses its content.

```lean
/-- For `k > 0` the local slope decreases strictly with temperature on `T > 0`. -/
theorem localSlope_strictAntiOn {k : ℝ} (hk : 0 < k) :
    StrictAntiOn (localSlope k) (Set.Ioi 0) := by
  intro s hs t ht hst
  have hs' : 0 < s := hs
  rw [(localSlope_eq hk hs).2, (localSlope_eq hk ht).2]
  have h1 : 0 < Real.exp (2 * (k * s)) - 1 :=
    sub_pos.2 (Real.one_lt_exp_iff.2 (by positivity))
  have h2 : Real.exp (2 * (k * s)) < Real.exp (2 * (k * t)) :=
    Real.exp_lt_exp.2 (by nlinarith)
  have h3 := div_lt_div_of_pos_left (two_pos : (0 : ℝ) < 2) h1 (sub_lt_sub_right h2 1)
  nlinarith

/-- For `k > 0` and `0 < s < t`, the drop of the mass plot from `s` to `t` lies strictly between
`k (t - s)` and the local slope at `s` times `t - s`. -/
theorem massPlot_drop {k s t : ℝ} (hk : 0 < k) (hs : 0 < s) (hst : s < t) :
    k * (t - s) < massPlot k s - massPlot k t ∧
      massPlot k s - massPlot k t < localSlope k s * (t - s) := by
  have hd : ∀ x, 0 < x → DifferentiableAt ℝ (massPlot k) x := fun x hx =>
    (hasDerivAt_massPlot hk hx).differentiableAt
  obtain ⟨c, hc, h⟩ := exists_deriv_eq_slope (massPlot k) hst
    (fun x hx => (hd x (hs.trans_le hx.1)).continuousAt.continuousWithinAt)
    (fun x hx => (hd x (hs.trans hx.1)).differentiableWithinAt)
  have hpos : 0 < t - s := sub_pos.2 hst
  have hc0 : 0 < c := hs.trans hc.1
  rw [eq_div_iff hpos.ne'] at h
  have e : massPlot k s - massPlot k t = localSlope k c * (t - s) := by
    unfold localSlope
    linear_combination h
  rw [e]
  exact ⟨mul_lt_mul_of_pos_right (localSlope_excess hk hc0).1 hpos,
    mul_lt_mul_of_pos_right (localSlope_strictAntiOn hk hs hc0 hc.1) hpos⟩
```

## A line that minimises the squared residuals

The fit is ordinary least squares with equal weights. Its residuals are r i = y i − (a + b T i). Shift the line by t(p + qT), where t is now just a real number. The sum of squares changes by

−2tS + t²Q, S = Σᵢ (p + q T i) r i, Q = Σᵢ (p + q T i)².

Minimality makes this change nonnegative for every t. Choosing t = S/(Q + 1) turns it into −t²(Q + 2), which forces t = 0 and hence S = 0. The choices (p, q) = (1, 0) and (0, 1) give the normal equations

Σᵢ r i = 0, Σᵢ T i r i = 0.

The Lean proof makes the same choice of t; `expand` is the expansion of the shifted sum, and `key` states S = 0 for all p and q. Without minimality, or some other rule selecting the line, b could be any number.

```lean
/-- Normal equations: the residuals of a least-squares line sum to zero, also when weighted
with the temperatures. -/
theorem normal_equations {ι : Type*} [Fintype ι] {T y : ι → ℝ} {a b : ℝ}
    (h : IsLeastSquaresLine T y a b) :
    ∑ i, (y i - (a + b * T i)) = 0 ∧ ∑ i, T i * (y i - (a + b * T i)) = 0 := by
  have key : ∀ p q : ℝ, ∑ i, (p + q * T i) * (y i - (a + b * T i)) = 0 := by
    intro p q
    have expand : ∀ t : ℝ, ∑ i, (y i - ((a + t * p) + (b + t * q) * T i)) ^ 2 =
        ∑ i, (y i - (a + b * T i)) ^ 2
          - 2 * t * ∑ i, (p + q * T i) * (y i - (a + b * T i))
          + t ^ 2 * ∑ i, (p + q * T i) ^ 2 := by
      intro t
      rw [mul_sum, mul_sum, ← sum_sub_distrib, ← sum_add_distrib]
      exact sum_congr rfl (fun i _ => by ring)
    have hQ : 0 ≤ ∑ i, (p + q * T i) ^ 2 := sum_nonneg fun i _ => sq_nonneg _
    have hmin := fun t : ℝ => (h (a + t * p) (b + t * q)).trans_eq (expand t)
    generalize ∑ i, (p + q * T i) * (y i - (a + b * T i)) = S at hmin ⊢
    generalize ∑ i, (p + q * T i) ^ 2 = Q at hmin hQ
    -- a shift by t = S / (Q + 1) would lower the sum of squares unless S = 0
    obtain ⟨t, ht⟩ : ∃ t, S = t * (Q + 1) :=
      ⟨S / (Q + 1), (div_mul_cancel₀ S (by positivity)).symm⟩
    have h1 := hmin t
    rw [ht] at h1
    have h2 : t ^ 2 = 0 :=
      le_antisymm (by nlinarith [mul_nonneg (sq_nonneg t) hQ]) (sq_nonneg t)
    rw [ht, pow_eq_zero_iff two_ne_zero |>.1 h2, zero_mul]
  exact ⟨by simpa only [zero_mul, add_zero, one_mul] using key 1 0,
    by simpa only [zero_add, one_mul] using key 0 1⟩
```

## Two different temperatures

A slope can be read only from data at two or more distinct temperatures. If all temperatures coincide, every line through the mean data value at that temperature minimises the sum, and b is arbitrary.

With distinct temperatures, bounds on secants pass to the fit. Suppose that y j − y i > c(T j − T i) whenever T i < T j, where c is now a fixed slope. If b ≤ c, then

r j − r i = (y j − y i) − b(T j − T i) > (c − b)(T j − T i) ≥ 0,

so the residuals increase strictly with temperature. Every term of the double sum below is then nonnegative, and a pair with distinct temperatures makes the sum positive. For n data points, however, the normal equations give

Σᵢ Σⱼ (T i − T j)(r i − r j) = 2n Σᵢ T i r i − 2(Σᵢ T i)(Σᵢ r i) = 0.

This contradiction proves b > c. In `lt_fitted_slope`, `hmono` is the increase of the residuals, `hterm` the sign of each term, and `hzero` the vanishing of the sum.

The smallest case is two points of the mass plot at T₁ < T₂. The line passes through both, and

−b = log(sinh(kT₂)/sinh(kT₁)) / (T₂ − T₁).

```lean
/-- If the temperatures are not all equal and every secant of the data between two distinct
temperatures has signed slope greater than `c`, then a least-squares line `a + b T` has `b > c`. -/
theorem lt_fitted_slope {ι : Type*} [Fintype ι] {T y : ι → ℝ} {a b c : ℝ}
    (h : IsLeastSquaresLine T y a b) (hT : ∃ i j, T i < T j)
    (hy : ∀ i j, T i < T j → c * (T j - T i) < y j - y i) : c < b := by
  obtain ⟨hs, hts⟩ := normal_equations h
  by_contra hb
  have hb' : b ≤ c := not_lt.1 hb
  obtain ⟨r, hr⟩ : ∃ r : ι → ℝ, ∀ i, r i = y i - (a + b * T i) := ⟨_, fun _ => rfl⟩
  simp only [← hr] at hs hts
  -- otherwise the residuals would increase strictly with temperature
  have hmono : ∀ i j, T i < T j → r i < r j := by
    intro i j hij
    rw [hr, hr]
    nlinarith [hy i j hij, mul_nonneg (sub_nonneg.2 hb') (sub_nonneg.2 hij.le)]
  have hterm : ∀ i j, 0 ≤ (T i - T j) * (r i - r j) := by
    intro i j
    rcases lt_trichotomy (T i) (T j) with g | g | g
    · exact (mul_pos_of_neg_of_neg (sub_neg.2 g) (sub_neg.2 (hmono i j g))).le
    · rw [g, sub_self, zero_mul]
    · exact (mul_pos (sub_pos.2 g) (sub_pos.2 (hmono j i g))).le
  -- but the normal equations make their covariance with temperature vanish
  have inner : ∀ i, ∑ j, (T i - T j) * (r i - r j) =
      T i * r i * (Fintype.card ι : ℝ) - r i * ∑ j, T j := by
    intro i
    have e : ∀ j, (T i - T j) * (r i - r j) =
        T i * r i - T i * r j - r i * T j + T j * r j := fun j => by ring
    rw [sum_congr rfl (fun j _ => e j), sum_add_distrib, sum_sub_distrib, sum_sub_distrib,
      ← mul_sum univ r (T i), ← mul_sum univ T (r i), hs, hts, sum_const, card_univ,
      nsmul_eq_mul]
    ring
  have hzero : ∑ i, ∑ j, (T i - T j) * (r i - r j) = 0 := by
    have hrt : ∑ i, T i * r i * (Fintype.card ι : ℝ) = 0 := by
      rw [← sum_mul, hts, zero_mul]
    rw [sum_congr rfl (fun i _ => inner i), sum_sub_distrib, hrt, ← sum_mul, hs,
      zero_mul, sub_zero]
  obtain ⟨i, j, hij⟩ := hT
  have hpos : 0 < ∑ i, ∑ j, (T i - T j) * (r i - r j) :=
    sum_pos' (fun i _ => sum_nonneg fun j _ => hterm i j)
      ⟨i, mem_univ i, sum_pos' (fun j _ => hterm i j)
        ⟨j, mem_univ j, mul_pos_of_neg_of_neg (sub_neg.2 hij) (sub_neg.2 (hmono i j hij))⟩⟩
  exact hpos.ne' hzero
```

## Data on the exact curve, with k = αm

The last theorem takes y i = L(T i) with k = αm. The constant α > 0 stands for the fixed field and the fundamental constants, and dividing by it turns a slope into a mass. The conclusion reads

m < −b/α < m(1 + 2/(exp(2αmT₀) − 1)).

The secant result is used twice. Applied to −L, whose least-squares line is −a − bT, with c = αm, it gives −b > αm. Applied to L with c = −σ(T₀), it gives b > −σ(T₀), because

L(T j) − L(T i) > −σ(T i)(T j − T i) ≥ −σ(T₀)(T j − T i)

whenever T i < T j. In the Lean proof these are `lower` and `upper`, and `hneg` justifies the reflection of the line. Division by α finishes the argument.

The theorem is about points exactly on this curve, whereas measured amplitudes scatter about it. Noise can push −b either way, even below αm. A temperature-independent prefactor is harmless, since it moves only the intercept.

As αmT₀ grows, the two bounds close on m. At αmT₀ = 1 the upper bound allows an excess of about 31 percent; at αmT₀ = 2 it allows about 3.7 percent.

```lean
/-- Let `k = α m` with `α, m > 0`, and fit a least-squares line of slope `b` to the mass plot at
finitely many temperatures, not all equal and all at least `T₀ > 0`. The fitted mass `-b / α`
lies strictly between `m` and `m (1 + 2 / (exp(2 α m T₀) - 1))`. -/
theorem fitted_mass_overestimates {ι : Type*} [Fintype ι] {α m T₀ a b : ℝ} {T : ι → ℝ}
    (hα : 0 < α) (hm : 0 < m) (hT₀ : 0 < T₀) (hT : ∀ i, T₀ ≤ T i)
    (hne : ∃ i j, T i < T j)
    (h : IsLeastSquaresLine T (fun i => massPlot (α * m) (T i)) a b) :
    m < -b / α ∧ -b / α < m * (1 + 2 / (Real.exp (2 * (α * m * T₀)) - 1)) := by
  have hk : 0 < α * m := mul_pos hα hm
  have hpos : ∀ i, 0 < T i := fun i => hT₀.trans_le (hT i)
  -- reflecting the data reflects the fitted line
  have hneg : IsLeastSquaresLine T (fun i => -massPlot (α * m) (T i)) (-a) (-b) := by
    intro a' b'
    have e : ∀ p q : ℝ, ∑ i, (-massPlot (α * m) (T i) - (p + q * T i)) ^ 2 =
        ∑ i, (massPlot (α * m) (T i) - (-p + -q * T i)) ^ 2 := fun p q =>
      sum_congr rfl (fun i _ => by ring)
    have h1 := h (-a') (-b')
    have e1 := e (-a) (-b)
    rw [neg_neg, neg_neg] at e1
    exact (e1.trans_le h1).trans_eq (e a' b').symm
  have lower : α * m < -b := lt_fitted_slope hneg hne fun i j hij => by
    have := (massPlot_drop hk (hpos i) hij).1
    linarith
  have upper : -localSlope (α * m) T₀ < b := lt_fitted_slope h hne fun i j hij => by
    have h1 := (massPlot_drop hk (hpos i) hij).2
    have h2 := (localSlope_strictAntiOn hk).antitoneOn hT₀ (hpos i) (hT i)
    have h3 := mul_le_mul_of_nonneg_right h2 (sub_nonneg.2 hij.le)
    linarith
  rw [(localSlope_eq hk hT₀).2] at upper
  rw [lt_div_iff₀ hα, div_lt_iff₀ hα]
  exact ⟨by linarith, by linarith⟩

end

end LogarithmicMassPlot
```

```lean
#print axioms LogarithmicMassPlot.fitted_mass_overestimates
-- 'LogarithmicMassPlot.fitted_mass_overestimates' depends on axioms: [propext, Classical.choice, Quot.sound]
```
